# Quadratic error bound for the response functional of a Hermitian operator with a spectral gap

An iterative solver for a linear-response equation is stopped when the norm of its residual falls below a threshold, and a property such as a polarizability is then computed from a response that is not fully converged. To choose the threshold, one needs to know how large an error in the property a given residual permits. For a Hermitian response matrix of finite size, whose eigenvalues all lie at distance at least $d>0$ from zero, the answer below is $\|r\|^2/d$, provided that the property is evaluated with a suitable functional.

The equation to be solved is $Kx=g$, where $g$ is the perturbation, $K$ the response operator and $x$ the response. The property is $\langle g,K^{-1}g\rangle$, with the same perturbation on both sides, as in a diagonal element of a polarizability tensor.

## The space, the residual and the functional

The vectors live in a complex inner product space $E$. The inner product `inner ℂ x y` is $\langle x,y\rangle$, conjugate-linear in the first argument. Finite dimension is not assumed here; the theorems that need it ask for it.

```lean
import Mathlib

open Module.End

namespace VariationalResponse

noncomputable section

variable {E : Type*} [NormedAddCommGroup E] [InnerProductSpace ℂ E]
```

A trial response $x$ leaves the residual

$$r=g-Kx,$$

which a solver can compute without knowing the exact response.

```lean
/-- The residual `r = g - K x` of a trial response `x` to the perturbation `g`. -/
def residual (K : E →ₗ[ℂ] E) (g x : E) : E := g - K x
```

The property is estimated by

$$F(x)=2\,\mathrm{Re}\langle g,x\rangle-\langle x,Kx\rangle .$$

In Lean the functional takes complex values, because `inner ℂ x (K x)` is a complex number. For Hermitian $K$ that number is real, and so is $F(x)$. An equation between complex numbers then covers the real and imaginary parts together.

```lean
/-- The response functional `2 Re⟨g, x⟩ - ⟨x, K x⟩`. -/
def responseFunctional (K : E →ₗ[ℂ] E) (g x : E) : ℂ :=
  2 * ((inner ℂ g x).re : ℂ) - inner ℂ x (K x)
```

## Distance from resonance as a condition on eigenvalues

The condition on $K$ is that $d>0$ and $|\mu|\ge d$ for every eigenvalue $\mu$. Physically, an eigenvalue of $K$ at zero is a resonance: the system can respond without being driven. The number $d$ measures how far the calculation stays from that situation. Eigenvalues of either sign are allowed. This matters in relativistic calculations that keep orbital rotations into negative-energy states, where the response matrix generally has negative eigenvalues even for a static perturbation.

```lean
/-- The number `d` is positive and every eigenvalue of `K` lies at distance at least `d`
from zero. -/
def SpectralGap (K : E →ₗ[ℂ] E) (d : ℝ) : Prop :=
  0 < d ∧ ∀ μ : ℂ, HasEigenvalue K μ → d ≤ ‖μ‖
```

For a system with Hamiltonian $H$ driven at a real frequency $\omega$, in units with $\hbar=1$, the operator is

$$K=H-\omega .$$

To read the eigenvalues of $H$ as excitation energies, take $E$ to be the space of excited states and measure energies from the ground state. Let $g$ be the vector obtained by applying one component of the dipole operator to the normalised ground state and projecting the result onto $E$. The quantity $\langle g,(H-\omega)^{-1}g\rangle$ is then the resonant term of the corresponding diagonal element of the polarizability, and replacing $\omega$ by $-\omega$ gives the antiresonant one. A complex frequency, as used to describe damping, would make $K$ non-Hermitian, and the definition excludes it by taking `ω : ℝ`.

```lean
/-- The response operator `H - ω` of a system with Hamiltonian `H` driven at frequency `ω`. -/
def drivenOperator (H : E →ₗ[ℂ] E) (ω : ℝ) : E →ₗ[ℂ] E :=
  H - (ω : ℂ) • LinearMap.id
```

## The gap limits how much K can shrink a vector

Let $b_i$ be an orthonormal basis of eigenvectors, $Kb_i=\mu_i b_i$ with $|\mu_i|\ge d$. Hermiticity gives the components of $Kx$:

$$\langle b_i,Kx\rangle=\langle Kb_i,x\rangle=\overline{\mu_i}\,\langle b_i,x\rangle .$$

Summing the squared moduli,

$$\|Kx\|^2=\sum_i|\mu_i|^2\,|\langle b_i,x\rangle|^2\;\ge\; d^2\sum_i|\langle b_i,x\rangle|^2=d^2\|x\|^2 ,$$

and the square root is $d\|x\|\le\|Kx\|$.

In the code, `K.IsSymmetric` is the statement $\langle Kx,y\rangle=\langle x,Ky\rangle$ for all $x,y$. Mathlib supplies the eigenbasis in finite dimension, `parseval` writes a squared norm as a sum over components, `hcoef` is the inequality for one component, and `hsq` is the summed inequality.

```lean
/-- A Hermitian operator with spectral gap `d` around zero, in finite dimension, stretches
every vector by at least the factor `d`. -/
theorem gap_mul_norm_le [FiniteDimensional ℂ E] {K : E →ₗ[ℂ] E} {d : ℝ}
    (hK : K.IsSymmetric) (hgap : SpectralGap K d) (x : E) : d * ‖x‖ ≤ ‖K x‖ := by
  obtain ⟨hd, hspec⟩ := hgap
  -- an orthonormal basis of eigenvectors
  obtain ⟨b, hb⟩ : ∃ b : OrthonormalBasis (Fin (Module.finrank ℂ E)) ℂ E,
      ∀ i, ∃ μ : ℂ, K (b i) = μ • b i ∧ d ≤ ‖μ‖ := by
    refine ⟨hK.eigenvectorBasis rfl, fun i => ?_⟩
    have hv := hK.hasEigenvector_eigenvectorBasis rfl i
    exact ⟨_, hv.apply_eq_smul, hspec _ (hasEigenvalue_of_hasEigenvector hv)⟩
  have parseval : ∀ y : E, ‖y‖ ^ 2 = ∑ i, ‖inner ℂ (b i) y‖ ^ 2 := by
    intro y
    rw [← b.repr.norm_map y, EuclideanSpace.norm_sq_eq]
    simp only [b.repr_apply_apply]
  -- each component is stretched by at least the factor `d`
  have hcoef : ∀ i, d * ‖inner ℂ (b i) x‖ ≤ ‖inner ℂ (b i) (K x)‖ := by
    intro i
    obtain ⟨μ, hμ, hdμ⟩ := hb i
    rw [← hK (b i) x, hμ, inner_smul_left, norm_mul, RCLike.norm_conj]
    exact mul_le_mul_of_nonneg_right hdμ (norm_nonneg _)
  have hsq : (d * ‖x‖) ^ 2 ≤ ‖K x‖ ^ 2 := by
    rw [mul_pow, parseval x, parseval (K x), Finset.mul_sum]
    refine Finset.sum_le_sum fun i _ => ?_
    rw [← mul_pow]
    exact pow_le_pow_left₀ (mul_nonneg hd.le (norm_nonneg _)) (hcoef i) 2
  exact (pow_le_pow_iff_left₀ (mul_nonneg hd.le (norm_nonneg _))
    (norm_nonneg _) two_ne_zero).1 hsq
```

## The exact response exists

If $Kx=0$, the inequality gives $d\|x\|\le 0$, hence $x=0$. So $K$ is injective, and an injective linear map from a finite-dimensional space to itself is also surjective. There is therefore a linear map $R$ with

$$KRg=g,\qquad RKx=x$$

for all $g$ and $x$. The inverse is thus constructed from the gap and not postulated. The proof obtains injectivity as `hinj` and turns the bijective map into a linear equivalence, whose inverse is $R$.

```lean
/-- In finite dimension, a Hermitian operator with a spectral gap around zero has a
two-sided inverse. -/
theorem exists_inverse [FiniteDimensional ℂ E] {K : E →ₗ[ℂ] E} {d : ℝ}
    (hK : K.IsSymmetric) (hgap : SpectralGap K d) :
    ∃ R : E →ₗ[ℂ] E, (∀ g, K (R g) = g) ∧ ∀ x, R (K x) = x := by
  have hinj : Function.Injective K := by
    refine (injective_iff_map_eq_zero K).2 fun x hx => ?_
    by_contra hne
    have h := gap_mul_norm_le hK hgap x
    rw [hx, norm_zero] at h
    have hpos := mul_pos hgap.1 (norm_pos_iff.2 hne)
    linarith
  let e := LinearEquiv.ofBijective K ⟨hinj, LinearMap.injective_iff_surjective.1 hinj⟩
  exact ⟨e.symm.toLinearMap, fun g => e.apply_symm_apply g, fun x => e.symm_apply_apply x⟩
```

## The error is a quadratic form in the residual

Applying $R$ to the residual gives the error of the response itself:

$$Rr=Rg-RKx=Rg-x .$$

Now expand

$$\langle r,Rr\rangle=\langle g-Kx,\;Rg-x\rangle
=\langle g,Rg\rangle-\langle g,x\rangle-\langle Kx,Rg\rangle+\langle Kx,x\rangle .$$

By Hermiticity, $\langle Kx,Rg\rangle=\langle x,KRg\rangle=\langle x,g\rangle$ and $\langle Kx,x\rangle=\langle x,Kx\rangle$. Since $\langle g,x\rangle+\langle x,g\rangle=2\,\mathrm{Re}\langle g,x\rangle$,

$$\langle r,Rr\rangle=\langle g,Rg\rangle-2\,\mathrm{Re}\langle g,x\rangle+\langle x,Kx\rangle=\langle g,Rg\rangle-F(x).$$

The terms of first order in the response error have cancelled. The theorem takes the inverse $R$ as given through `hKR` and `hRK`, and needs neither a gap nor finite dimension. Its steps `hr`, `h1`, `h2` and `h3` are, in order, the formula for $Rr$, the two uses of Hermiticity and the formula for the real part; `linear_combination` collects the terms.

```lean
/-- For Hermitian `K` with inverse `R`, the exact value `⟨g, R g⟩` minus the response
functional at `x` equals `⟨r, R r⟩`, where `r` is the residual. -/
theorem functional_error {K R : E →ₗ[ℂ] E} (hK : K.IsSymmetric)
    (hKR : ∀ g, K (R g) = g) (hRK : ∀ x, R (K x) = x) (g x : E) :
    inner ℂ g (R g) - responseFunctional K g x =
      inner ℂ (residual K g x) (R (residual K g x)) := by
  -- the inverse turns the residual into the error of the response
  have hr : R (residual K g x) = R g - x := by
    rw [residual, map_sub, hRK]
  have h1 : inner ℂ (K x) (R g) = inner ℂ x g := by rw [hK x (R g), hKR]
  have h2 : inner ℂ (K x) x = inner ℂ x (K x) := hK x x
  have h3 : inner ℂ g x + inner ℂ x g = 2 * ((inner ℂ g x).re : ℂ) := by
    rw [← inner_conj_symm x g, Complex.add_conj]
    simp
  rw [hr, responseFunctional, residual, inner_sub_left, inner_sub_right, inner_sub_right,
    h1, h2]
  linear_combination h3
```

## The bound from the residual norm

The Cauchy–Schwarz inequality gives $|\langle r,Rr\rangle|\le\|r\|\,\|Rr\|$. The stretching inequality, applied to the vector $Rr$, gives

$$d\,\|Rr\|\le\|KRr\|=\|r\| .$$

Together,

$$\bigl|\langle g,Rg\rangle-F(x)\bigr|=|\langle r,Rr\rangle|\le\frac{\|r\|^2}{d}.$$

The theorem reads: for Hermitian $K$ with gap $d$ in finite dimension there is a two-sided inverse $R$ such that, for every $g$ and every $x$, both the error identity and this bound hold. The trial response is arbitrary; it need not come from a particular solver or satisfy any condition in a subspace. In the proof, `hR` is the estimate for $\|Rr\|$, and the `calc` chain is the Cauchy–Schwarz argument multiplied through by $d$.

The norm is the one defined by the inner product of $E$, and the eigenvalues are those of the operator $K$. With a non-orthogonal basis $\chi_i$ and overlap matrix $S_{ij}=\langle\chi_i,\chi_j\rangle$, the squared norm of the residual is therefore in general not a plain sum of squares. It is $c^\dagger Sc$ in terms of the expansion coefficients in $r=\sum_i c_i\chi_i$, and $\rho^\dagger S^{-1}\rho$ in terms of the components $\rho_i=\langle\chi_i,r\rangle$, which are what one obtains when the residual is assembled from the matrix $\langle\chi_i,K\chi_j\rangle$. Likewise, the eigenvalues of $K$ are in general not the ordinary eigenvalues of the matrix $\langle\chi_i,K\chi_j\rangle$ but its generalized eigenvalues with respect to the overlap matrix.

```lean
/-- In finite dimension, a Hermitian `K` with spectral gap `d` around zero has an inverse `R`,
and for every perturbation `g` and trial response `x` the functional misses `⟨g, R g⟩` by
`⟨r, R r⟩`, at most `‖r‖² / d` in magnitude, where `r` is the residual. -/
theorem response_error_bound [FiniteDimensional ℂ E] {K : E →ₗ[ℂ] E} {d : ℝ}
    (hK : K.IsSymmetric) (hgap : SpectralGap K d) :
    ∃ R : E →ₗ[ℂ] E, (∀ g, K (R g) = g) ∧ (∀ x, R (K x) = x) ∧ ∀ g x : E,
      inner ℂ g (R g) - responseFunctional K g x =
        inner ℂ (residual K g x) (R (residual K g x)) ∧
      ‖inner ℂ g (R g) - responseFunctional K g x‖ ≤ ‖residual K g x‖ ^ 2 / d := by
  obtain ⟨R, hKR, hRK⟩ := exists_inverse hK hgap
  refine ⟨R, hKR, hRK, fun g x => ⟨functional_error hK hKR hRK g x, ?_⟩⟩
  rw [functional_error hK hKR hRK g x, le_div_iff₀ hgap.1]
  generalize residual K g x = r
  -- the inverse amplifies the residual by at most `1 / d`
  have hR : d * ‖R r‖ ≤ ‖r‖ := by
    have h := gap_mul_norm_le hK hgap (R r)
    rwa [hKR] at h
  calc ‖inner ℂ r (R r)‖ * d ≤ (‖r‖ * ‖R r‖) * d :=
        mul_le_mul_of_nonneg_right (norm_inner_le_norm r (R r)) hgap.1.le
    _ = ‖r‖ * (d * ‖R r‖) := by ring
    _ ≤ ‖r‖ * ‖r‖ := mul_le_mul_of_nonneg_left hR (norm_nonneg _)
    _ = ‖r‖ ^ 2 := by ring
```

## Below all resonances the error has a definite sign

Suppose in addition that $\langle x,Kx\rangle\ge 0$ for every $x$. For $K=H-\omega$ with an inverse, this means driving below the lowest excitation energy. Then, with $y=Rr$,

$$\langle g,Rg\rangle-F(x)=\langle r,Rr\rangle=\langle Ky,y\rangle=\langle y,Ky\rangle\ge 0 ,$$

so the functional never exceeds the exact value, whatever the trial response. The Lean statement compares real parts, since complex numbers do not carry the usual order. The proof applies `hpos` to the vector $Rr$ and rewrites the result into $\langle r,Rr\rangle$.

```lean
/-- If the Hermitian operator `K` with inverse `R` has no negative expectation value, the real
part of the functional never exceeds that of the exact value `⟨g, R g⟩`. -/
theorem functional_le_exact {K R : E →ₗ[ℂ] E} (hK : K.IsSymmetric)
    (hKR : ∀ g, K (R g) = g) (hRK : ∀ x, R (K x) = x)
    (hpos : ∀ x, 0 ≤ (inner ℂ x (K x)).re) (g x : E) :
    (responseFunctional K g x).re ≤ (inner ℂ g (R g)).re := by
  have h := congrArg Complex.re (functional_error hK hKR hRK g x)
  have hp := hpos (R (residual K g x))
  rw [← hK, hKR] at hp
  rw [Complex.sub_re] at h
  linarith
```

## An error along one eigenvector attains the bound

Let the trial response miss the exact one by a vector $v$ with $Kv=\mu v$ and $\mu$ real, so that $x=Rg-v$. Then

$$r=g-KRg+Kv=\mu v,\qquad Rr=v,$$

and the error of the functional is

$$\langle g,Rg\rangle-F(x)=\langle\mu v,v\rangle=\mu\|v\|^2 .$$

Multiplying by $\mu$ gives

$$\mu\,\bigl(\langle g,Rg\rangle-F(x)\bigr)=\mu^2\|v\|^2=\|r\|^2 .$$

For $v\neq0$ the eigenvalue $\mu$ cannot vanish, because $K$ is invertible, and the error equals $\|r\|^2/\mu$. If $|\mu|=d$, its magnitude is exactly the bound. The amplification near resonance is therefore real, and it is an amplification at fixed residual: the same $\|r\|$ permits a larger error in the property as $|\mu|$ decreases.

The code proves the multiplied form, which avoids the division and also holds for $v=0$. Its steps `hres` and `hR` are the two formulas for $r$ and $Rr$, and `hvv` is $\langle v,v\rangle=\|v\|^2$.

```lean
/-- For Hermitian `K` with inverse `R`, if the trial response misses the exact one by a vector
`v` with `K v = μ v`, then `μ` times the error of the functional is exactly the squared norm
of the residual. -/
theorem error_along_eigenvector {K R : E →ₗ[ℂ] E} (hK : K.IsSymmetric)
    (hKR : ∀ g, K (R g) = g) (hRK : ∀ x, R (K x) = x) {μ : ℝ} {v : E}
    (hv : K v = (μ : ℂ) • v) (g : E) :
    (μ : ℂ) * (inner ℂ g (R g) - responseFunctional K g (R g - v)) =
      ((‖residual K g (R g - v)‖ ^ 2 : ℝ) : ℂ) := by
  have hres : residual K g (R g - v) = (μ : ℂ) • v := by
    rw [residual, map_sub, hKR, hv, sub_sub_cancel]
  have hR : R ((μ : ℂ) • v) = v := by rw [← hv, hRK]
  have hvv : inner ℂ v v = ((‖v‖ ^ 2 : ℝ) : ℂ) := by
    rw [inner_self_eq_norm_sq_to_K]
    exact (Complex.ofReal_pow _ _).symm
  rw [functional_error hK hKR hRK, hres, hR, inner_smul_left, Complex.conj_ofReal, hvv,
    norm_smul, Complex.norm_real, mul_pow, Real.norm_eq_abs, sq_abs]
  push_cast
  ring
```

## The bound at a given driving frequency

For $K=H-\omega$ the gap can be read from the spectrum of $H$. If $(H-\omega)v=\mu v$ with $v\ne0$, then

$$Hv=(\mu+\omega)v ,$$

so $\varepsilon=\mu+\omega$ is an eigenvalue of $H$ and $|\mu|=|\varepsilon-\omega|$. If the frequency stays at least $d$ away from every $\varepsilon$, the operator $H-\omega$ has gap $d$. For the solution $y$ of $(H-\omega)y=g$ and any trial response $x$, it follows that

$$\bigl|\langle g,y\rangle-F(x)\bigr|\le\frac{\|g-(H-\omega)x\|^2}{d}.$$

In atomic units, a residual norm of $10^{-4}$ at a distance of $10^{-2}$ from the nearest excitation energy limits the error to $10^{-6}$; at a distance of $10^{-4}$ the same residual guarantees only $10^{-4}$. To keep the guaranteed error fixed while $d$ shrinks, the residual threshold has to be lowered in proportion to $\sqrt d$.

These excitation energies are those of the finite matrix $H$, so the bound measures the convergence of the solver and says nothing about the error of the basis set or of the density functional. The shift by $\omega$ times the identity also fits only response equations of this form. When the frequency multiplies another Hermitian matrix, as in the coupled excitation and de-excitation equations of time-dependent density functional theory, the general theorem can be applied to the whole matrix, with $d$ the smallest modulus of that matrix's own eigenvalues.

In the proof, `hK` shows that $H-\omega$ is Hermitian because $\omega$ is real, `hgap` carries out the shift of the eigenvalues, and `hRg` identifies $Rg$ with the given solution $y$.

```lean
/-- In finite dimension, let the driving frequency `ω` stay at least `d > 0` away from every
eigenvalue of the Hermitian `H`. If `y` solves `(H - ω) y = g`, the functional at any trial `x`
differs from `⟨g, y⟩` by at most the squared residual norm over `d`. -/
theorem near_resonance_bound [FiniteDimensional ℂ E] {H : E →ₗ[ℂ] E} {ω d : ℝ}
    (hH : H.IsSymmetric) (hd : 0 < d)
    (hω : ∀ ε : ℂ, HasEigenvalue H ε → d ≤ ‖ε - (ω : ℂ)‖)
    {g y : E} (hy : drivenOperator H ω y = g) (x : E) :
    ‖inner ℂ g y - responseFunctional (drivenOperator H ω) g x‖ ≤
      ‖residual (drivenOperator H ω) g x‖ ^ 2 / d := by
  have happ : ∀ z, drivenOperator H ω z = H z - (ω : ℂ) • z := fun z => rfl
  have hK : (drivenOperator H ω).IsSymmetric := by
    intro u w
    rw [happ, happ, inner_sub_left, inner_sub_right, inner_smul_left, inner_smul_right,
      Complex.conj_ofReal, hH u w]
  -- `H - ω` has gap `d`, because adding `ω` to an eigenvalue of it gives one of `H`
  have hgap : SpectralGap (drivenOperator H ω) d := by
    refine ⟨hd, fun μ hμ => ?_⟩
    obtain ⟨v, hv⟩ := hμ.exists_hasEigenvector
    have hHv : H v = (μ + (ω : ℂ)) • v := by
      have h := hv.apply_eq_smul
      rw [happ] at h
      rw [add_smul, ← h, sub_add_cancel]
    have hvec : HasEigenvector H (μ + (ω : ℂ)) v := ⟨mem_eigenspace_iff.2 hHv, hv.2⟩
    have h := hω _ (hasEigenvalue_of_hasEigenvector hvec)
    rwa [add_sub_cancel_right] at h
  obtain ⟨R, _, hRK, hbound⟩ := response_error_bound hK hgap
  have hRg : R g = y := by rw [← hy, hRK]
  have h := (hbound g x).2
  rwa [hRg] at h

end

end VariationalResponse
```

```lean
#print axioms VariationalResponse.response_error_bound
#print axioms VariationalResponse.functional_le_exact
#print axioms VariationalResponse.error_along_eigenvector
#print axioms VariationalResponse.near_resonance_bound
```

```
'VariationalResponse.response_error_bound' depends on axioms: [propext, Classical.choice, Quot.sound]
'VariationalResponse.functional_le_exact' depends on axioms: [propext, Classical.choice, Quot.sound]
'VariationalResponse.error_along_eigenvector' depends on axioms: [propext, Classical.choice, Quot.sound]
'VariationalResponse.near_resonance_bound' depends on axioms: [propext, Classical.choice, Quot.sound]
```
